# For a generator linear in time, a commutator-free product of two exponentials matches the Magnus exponential below order $t^5$

Take a system driven by $U'(s)=(A_0+sA_1)U(s)$ and step it from $s=-t/2$ to $s=t/2$ with the generator frozen at the midpoint. The step is then $\exp(tA_0)$, and if $A_0$ and $A_1$ do not commute it is already wrong at order $t^3$: the term $-t^3[A_0,A_1]/12$ is missing from the exponent. Putting the commutator in by hand repairs this, but the commutator of two sparse matrices can be denser than either of them. The product

$$\exp\!\left(\tfrac t2A_0+\tfrac{t^2}6A_1\right)\exp\!\left(\tfrac t2A_0-\tfrac{t^2}6A_1\right)$$

produces the missing term from linear combinations of $A_0$ and $A_1$ alone. Its factors are two half-length steps with the generator frozen at $s=t/3$ and $s=-t/3$, the later one on the left.

For a quantum system, $A_0+sA_1=-iH(s)/\hbar$, so the result concerns time stepping under a Hamiltonian that is linear in time over the step, as an identity between power series in $t$.

## Power series in the time step

The coefficients $A_0,A_1$ lie in a ring $B$ that contains rational multiples of its elements and need not be commutative; complex $N\times N$ matrices are an example. Quantities depending on $t$ are formal power series over $B$, written `B⟦X⟧`, with `X` standing for $t$. "Modulo $t^5$" means that the coefficients of $t^0,\dots,t^4$ agree. Convergence, a bound on the remainder and the domains of unbounded operators do not enter.

In Lean 4 with Mathlib:

```lean
import Mathlib

open PowerSeries

namespace CommutatorFreeMagnus

noncomputable section

variable {B : Type*} [Ring B] [Algebra ℚ B]
```

If $F$ has no constant term, $F^k$ starts at order $t^k$ or later. The coefficient of $t^n$ in $\sum_k F^k/k!$ therefore needs only $k=0,\dots,n$, a finite sum that serves as the definition of the exponential.

```lean
/-- The exponential of a formal power series in the time step `t`, for series without
constant term. -/
def formalExp (F : B⟦X⟧) : B⟦X⟧ :=
  PowerSeries.mk fun n =>
    ∑ k ∈ Finset.range (n + 1), ((k.factorial : ℚ)⁻¹) • coeff n (F ^ k)
```

Both factors of the step have an exponent of the form $\tfrac t2A_0+c\,t^2A_1$, with a rational number $c$.

```lean
/-- The exponent `t A0 / 2 + c t² A1` of one stage of the splitting. -/
def stage (A0 A1 : B) (c : ℚ) : B⟦X⟧ :=
  C ((1 / 2 : ℚ) • A0) * X + C (c • A1) * X ^ 2
```

The choices $c=1/6$ on the left and $c=-1/6$ on the right give the step.

```lean
/-- The commutator-free step `exp(t A0/2 + t² A1/6) exp(t A0/2 - t² A1/6)`. -/
def commutatorFreeStep (A0 A1 : B) : B⟦X⟧ :=
  formalExp (stage A0 A1 (1 / 6)) * formalExp (stage A0 A1 (-1 / 6))
```

The Magnus exponent is the logarithm of the exact propagator from $-t/2$ to $t/2$. The last section shows that modulo $t^5$ it is the $\Omega$ defined here. The step is to be compared with the exponential of $\Omega=tA_0-\tfrac{t^3}{12}[A_0,A_1]$, where $[A_0,A_1]=A_0A_1-A_1A_0$.

```lean
/-- The fourth-order Magnus exponent `t A0 - t³ [A0, A1] / 12`. -/
def magnusExponent (A0 A1 : B) : B⟦X⟧ :=
  C A0 * X + C ((-1 / 12 : ℚ) • (A0 * A1 - A1 * A0)) * X ^ 3
```

## The exact evolution

Write $U(s)=\sum_n u_ns^n$ with $U(0)=1$. Comparing powers of $s$ in the differential equation gives $u_0=1$, $u_1=A_0$ and $(n+2)u_{n+2}=A_0u_{n+1}+A_1u_n$. Hence

$$u_2=\tfrac12(A_0^2+A_1),\qquad u_3=\tfrac16(A_0^3+A_0A_1+2A_1A_0),$$
$$u_4=\tfrac1{24}(A_0^4+A_0^2A_1+2A_0A_1A_0+3A_1A_0^2+3A_1^2).$$

```lean
/-- Taylor coefficients of the solution of `U'(s) = (A0 + s A1) U(s)`, `U(0) = 1`. -/
def evolutionCoeff (A0 A1 : B) : ℕ → B
  | 0 => 1
  | 1 => A0
  | n + 2 => ((n : ℚ) + 2)⁻¹ •
      (A0 * evolutionCoeff A0 A1 (n + 1) + A1 * evolutionCoeff A0 A1 n)
```

At time $s=ct$ the coefficient of $t^n$ is $c^nu_n$. The endpoints of the step are $c=\pm1/2$.

```lean
/-- The exact evolution `U(c t)` from time `0` to time `c t`, as a power series in `t`. -/
def evolution (A0 A1 : B) (c : ℚ) : B⟦X⟧ :=
  PowerSeries.mk fun n => c ^ n • evolutionCoeff A0 A1 n
```

By the chain rule, $\frac{d}{dt}U(ct)=c(A_0+ctA_1)U(ct)$. At order $t^n$ with $n\ge1$ this reads

$$(n+1)c^{n+1}u_{n+1}=cA_0\,c^nu_n+c^2A_1\,c^{n-1}u_{n-1},$$

which is the recursion multiplied by $c^{n+1}$; at $n=0$ the last term is absent. The proof makes the same case distinction and cancels the denominator of the recursion.

```lean
/-- The evolution satisfies `d/dt U(c t) = c (A0 + c t A1) U(c t)`, power by power in `t`. -/
theorem evolution_ode (A0 A1 : B) (c : ℚ) (n : ℕ) :
    ((n : ℚ) + 1) • coeff (n + 1) (evolution A0 A1 c) =
      coeff n ((C (c • A0) + C (c ^ 2 • A1) * X) * evolution A0 A1 c) := by
  cases n with
  | zero => simp [evolution, evolutionCoeff, add_mul, mul_assoc]
  | succ n =>
    have hn : (n : ℚ) + 2 ≠ 0 := by positivity
    have hs : ((n + 1 : ℕ) : ℚ) + 1 = (n : ℚ) + 2 := by push_cast; ring
    rw [hs, add_mul, mul_assoc, map_add, coeff_C_mul, coeff_C_mul, coeff_succ_X_mul]
    simp only [evolution, coeff_mk, evolutionCoeff, smul_mul_assoc, mul_smul_comm]
    rw [smul_comm (c ^ (n + 1 + 1)), smul_smul, mul_inv_cancel₀ hn, one_smul]
    module
```

## Products and exponentials to fourth order

The coefficient of $t^n$ in $FG$ is $\sum_{k=0}^nF_kG_{n-k}$, with the order of the factors preserved. The lemma writes this out for $n=0,\dots,4$.

```lean
omit [Algebra ℚ B] in
/-- The coefficients of a product of two series up to fourth order in `t`. -/
theorem coeff_mul_low (F G : B⟦X⟧) :
    coeff 0 (F * G) = coeff 0 F * coeff 0 G ∧
    coeff 1 (F * G) = coeff 0 F * coeff 1 G + coeff 1 F * coeff 0 G ∧
    coeff 2 (F * G) = coeff 0 F * coeff 2 G + coeff 1 F * coeff 1 G
      + coeff 2 F * coeff 0 G ∧
    coeff 3 (F * G) = coeff 0 F * coeff 3 G + coeff 1 F * coeff 2 G
      + coeff 2 F * coeff 1 G + coeff 3 F * coeff 0 G ∧
    coeff 4 (F * G) = coeff 0 F * coeff 4 G + coeff 1 F * coeff 3 G
      + coeff 2 F * coeff 2 G + coeff 3 F * coeff 1 G + coeff 4 F * coeff 0 G := by
  refine ⟨?_, ?_, ?_, ?_, ?_⟩ <;>
    rw [PowerSeries.coeff_mul, Finset.Nat.sum_antidiagonal_eq_sum_range_succ_mk] <;>
    simp only [Finset.sum_range_succ, Finset.sum_range_zero, zero_add, Nat.sub_zero,
      Nat.reduceSub, Nat.sub_self]
```

For $F=ta+t^2b+t^3c+t^4d+\cdots$, where $c$ is now an element of $B$, collecting the powers $F^k/k!$ gives the coefficients

$$\begin{aligned}
E_0&=1,\qquad E_1=a,\qquad E_2=b+\tfrac12a^2,\\
E_3&=c+\tfrac12(ab+ba)+\tfrac16a^3,\\
E_4&=d+\tfrac12(ac+b^2+ca)+\tfrac16(a^2b+aba+ba^2)+\tfrac1{24}a^4.
\end{aligned}$$

The proof expands each $F^k$ with the product lemma.

```lean
/-- The exponential of `t a + t² b + t³ c + t⁴ d + ⋯` up to fourth order in `t`. -/
theorem coeff_formalExp {F : B⟦X⟧} {a b c d : B} (h0 : coeff 0 F = 0)
    (h1 : coeff 1 F = a) (h2 : coeff 2 F = b) (h3 : coeff 3 F = c) (h4 : coeff 4 F = d) :
    coeff 0 (formalExp F) = 1 ∧ coeff 1 (formalExp F) = a ∧
    coeff 2 (formalExp F) = b + (1 / 2 : ℚ) • (a * a) ∧
    coeff 3 (formalExp F) = c + (1 / 2 : ℚ) • (a * b + b * a)
      + (1 / 6 : ℚ) • (a * (a * a)) ∧
    coeff 4 (formalExp F) = d + (1 / 2 : ℚ) • (a * c + b * b + c * a)
      + (1 / 6 : ℚ) • (a * (a * b) + a * (b * a) + b * (a * a))
      + (1 / 24 : ℚ) • (a * (a * (a * a))) := by
  have f2 : ((Nat.factorial 2 : ℕ) : ℚ) = 2 := by norm_num [Nat.factorial]
  have f3 : ((Nat.factorial 3 : ℕ) : ℚ) = 6 := by norm_num [Nat.factorial]
  have f4 : ((Nat.factorial 4 : ℕ) : ℚ) = 24 := by norm_num [Nat.factorial]
  refine ⟨?_, ?_, ?_, ?_, ?_⟩ <;>
    simp only [formalExp, coeff_mk, Finset.sum_range_succ, Finset.sum_range_zero, zero_add,
      pow_succ, pow_zero, one_mul, coeff_mul_low, h0, h1, h2, h3, h4, f2, f3, f4,
      Nat.factorial_zero, Nat.factorial_one, Nat.cast_one, inv_one, one_smul,
      PowerSeries.coeff_one, OfNat.ofNat_ne_zero, one_ne_zero, if_true, if_false,
      mul_zero, zero_mul, add_zero, smul_zero] <;>
    simp only [one_div, add_mul, mul_assoc]
  module
```

## The product agrees with the Magnus exponential modulo $t^5$

For a factor with exponent $\tfrac t2A_0+r\,t^2A_1$, put $a=A_0/2$, $b=rA_1$, $c=d=0$:

$$\begin{aligned}
E_1&=\tfrac12A_0,\qquad E_2=rA_1+\tfrac18A_0^2,\qquad E_3=\tfrac r4(A_0A_1+A_1A_0)+\tfrac1{48}A_0^3,\\
E_4&=\tfrac{r^2}2A_1^2+\tfrac r{24}(A_0^2A_1+A_0A_1A_0+A_1A_0^2)+\tfrac1{384}A_0^4.
\end{aligned}$$

Multiply the series for $r=1/6$ by that for $r=-1/6$. Orders 0, 1 and 2 give $1$, $A_0$ and $A_0^2/2$. At order 3 the terms linear in $r$ cancel between the two $E_3$, and the cross terms leave

$$\tfrac16A_0^3+\tfrac1{12}(A_1A_0-A_0A_1).$$

At order 4, the two $E_4$, the product of the two $E_2$, and the products of $E_1$ with $E_3$ contribute, in turn,

$$\begin{aligned}
&\tfrac1{36}A_1^2+\tfrac1{192}A_0^4,\\
&-\tfrac1{36}A_1^2+\tfrac1{48}(A_1A_0^2-A_0^2A_1)+\tfrac1{64}A_0^4,\\
&\tfrac1{48}(A_1A_0^2-A_0^2A_1)+\tfrac1{48}A_0^4.
\end{aligned}$$

Their sum is $\tfrac1{24}A_0^4+\tfrac1{24}(A_1A_0^2-A_0^2A_1)$.

For $\exp(\Omega)$, put $a=A_0$, $b=d=0$, $c=-[A_0,A_1]/12$. Orders 0 to 3 are the same as above, and the commutator part of order 4 is

$$-\tfrac1{24}\left(A_0[A_0,A_1]+[A_0,A_1]A_0\right)=-\tfrac1{24}(A_0^2A_1-A_1A_0^2),$$

again the same. In the proof, `interval_cases n` separates the five orders, `simp only` expands both sides into words in $A_0$ and $A_1$, and `module` compares their rational coefficients.

```lean
/-- The commutator-free step equals the exponential of the fourth-order Magnus exponent
modulo `t⁵`. -/
theorem commutatorFree_eq_exp_magnus (A0 A1 : B) :
    ∀ n < 5, coeff n (commutatorFreeStep A0 A1) =
      coeff n (formalExp (magnusExponent A0 A1)) := by
  -- low orders of a single stage and of the Magnus exponential
  have hs (r : ℚ) := coeff_formalExp (F := stage A0 A1 r) (a := (1 / 2 : ℚ) • A0)
    (b := r • A1) (c := 0) (d := 0) (by simp [stage])
    (by simp [stage, coeff_X_pow]) (by simp [stage, coeff_X_pow])
    (by simp [stage, coeff_X_pow]) (by simp [stage, coeff_X_pow])
  have hm := coeff_formalExp (F := magnusExponent A0 A1) (a := A0) (b := 0)
    (c := (-1 / 12 : ℚ) • (A0 * A1 - A1 * A0)) (d := 0) (by simp [magnusExponent])
    (by simp [magnusExponent, coeff_X_pow]) (by simp [magnusExponent, coeff_X_pow])
    (by simp [magnusExponent, coeff_X_pow]) (by simp [magnusExponent, coeff_X_pow])
  intro n hn
  interval_cases n <;>
    simp only [commutatorFreeStep, coeff_mul_low, hs, hm, mul_add, add_mul, mul_sub, sub_mul,
      smul_mul_assoc, mul_smul_comm, mul_assoc, mul_one, one_mul, mul_zero, zero_mul] <;>
    module
```

## Both carry the solution across the step modulo $t^5$

Let $M_k$ be the coefficients of $\exp(\Omega)$ just found. The claim $\exp(\Omega)\,U(-t/2)=U(t/2)$ modulo $t^5$ means

$$\sum_{k=0}^nM_k\left(-\tfrac12\right)^{n-k}u_{n-k}=2^{-n}u_n,\qquad n=0,\dots,4.$$

Order 0 is $1=1$, order 1 is $A_0-\tfrac12A_0=\tfrac12A_0$, and order 2 is $\tfrac14u_2-\tfrac12A_0^2+\tfrac12A_0^2=\tfrac14u_2$. Order 3 requires

$$\tfrac14A_0u_2-\tfrac1{12}A_0^3-\tfrac1{12}[A_0,A_1]=\tfrac1{24}(A_0^3+A_0A_1+2A_1A_0)=\tfrac14u_3,$$

which holds. At order 4 the $k=0$ term already equals the right-hand side, so the others must cancel:

$$-\tfrac18A_0u_3+\tfrac18A_0^2u_2-\tfrac12M_3A_0+M_4=0.$$

Inserting the coefficients, the words $A_0^4$, $A_0^2A_1$, $A_0A_1A_0$ and $A_1A_0^2$ each drop out. The proof uses the same three tactics as before.

```lean
/-- The exponential of the Magnus exponent carries the exact evolution from `-t/2` to `t/2`,
modulo `t⁵`. -/
theorem magnus_propagates (A0 A1 : B) :
    ∀ n < 5, coeff n (formalExp (magnusExponent A0 A1) * evolution A0 A1 (-1 / 2)) =
      coeff n (evolution A0 A1 (1 / 2)) := by
  have hm := coeff_formalExp (F := magnusExponent A0 A1) (a := A0) (b := 0)
    (c := (-1 / 12 : ℚ) • (A0 * A1 - A1 * A0)) (d := 0) (by simp [magnusExponent])
    (by simp [magnusExponent, coeff_X_pow]) (by simp [magnusExponent, coeff_X_pow])
    (by simp [magnusExponent, coeff_X_pow]) (by simp [magnusExponent, coeff_X_pow])
  intro n hn
  interval_cases n <;>
    simp only [coeff_mul_low, hm, evolution, coeff_mk, evolutionCoeff, Nat.cast_zero,
      Nat.cast_one, Nat.cast_ofNat, zero_add, mul_add, add_mul, mul_sub, sub_mul,
      smul_mul_assoc, mul_smul_comm, mul_assoc, mul_one, one_mul, mul_zero, zero_mul] <;>
    module
```

Orders 0 to 4 of a product involve only orders 0 to 4 of its factors. The commutator-free step can therefore replace $\exp(\Omega)$ in this identity.

```lean
/-- The commutator-free step carries the exact evolution from `-t/2` to `t/2`,
modulo `t⁵`. -/
theorem commutatorFree_propagates (A0 A1 : B) :
    ∀ n < 5, coeff n (commutatorFreeStep A0 A1 * evolution A0 A1 (-1 / 2)) =
      coeff n (evolution A0 A1 (1 / 2)) := by
  intro n hn
  rw [← magnus_propagates A0 A1 n hn]
  -- only the orders below five of the step enter the product
  have h0 := commutatorFree_eq_exp_magnus A0 A1 0 (by norm_num)
  have h1 := commutatorFree_eq_exp_magnus A0 A1 1 (by norm_num)
  have h2 := commutatorFree_eq_exp_magnus A0 A1 2 (by norm_num)
  have h3 := commutatorFree_eq_exp_magnus A0 A1 3 (by norm_num)
  have h4 := commutatorFree_eq_exp_magnus A0 A1 4 (by norm_num)
  interval_cases n <;> simp only [coeff_mul_low, h0, h1, h2, h3, h4]
```

## The exponent is unique modulo $t^5$

Suppose $FV=GV$ modulo $t^5$ and $V$ has constant term $1$. Order 0 gives $F_0=G_0$. At order $n$, every term except $F_n$ and $G_n$ contains only coefficients already known to agree, so $F_n=G_n$.

```lean
omit [Algebra ℚ B] in
/-- A right factor with constant term `1` can be cancelled modulo `t⁵`. -/
theorem cancel_right {F G V : B⟦X⟧} (hV : coeff 0 V = 1)
    (h : ∀ n < 5, coeff n (F * V) = coeff n (G * V)) :
    ∀ n < 5, coeff n F = coeff n G := by
  have h0 := h 0 (by norm_num)
  have h1 := h 1 (by norm_num)
  have h2 := h 2 (by norm_num)
  have h3 := h 3 (by norm_num)
  have h4 := h 4 (by norm_num)
  simp only [coeff_mul_low, hV, mul_one] at h0 h1 h2 h3 h4
  -- each order fixes the next coefficient
  simp only [h0, add_right_inj] at h1
  simp only [h0, h1, add_right_inj] at h2
  simp only [h0, h1, h2, add_right_inj] at h3
  simp only [h0, h1, h2, h3, add_right_inj] at h4
  intro n hn
  interval_cases n <;> assumption
```

The exponential can be undone in the same way. Each $E_n$ with $n=1,\dots,4$ is the $n$th coefficient of the exponent plus terms built from earlier ones, so equal exponentials force equal exponents, order by order.

```lean
/-- Two exponents without constant term whose exponentials agree modulo `t⁵` agree
modulo `t⁵`. -/
theorem formalExp_injective {F G : B⟦X⟧} (hF : coeff 0 F = 0) (hG : coeff 0 G = 0)
    (h : ∀ n < 5, coeff n (formalExp F) = coeff n (formalExp G)) :
    ∀ n < 5, coeff n F = coeff n G := by
  obtain ⟨-, f1, f2, f3, f4⟩ := coeff_formalExp hF rfl rfl rfl rfl
  obtain ⟨-, g1, g2, g3, g4⟩ := coeff_formalExp hG rfl rfl rfl rfl
  have h0 : coeff 0 F = coeff 0 G := hF.trans hG.symm
  have h1 := h 1 (by norm_num)
  have h2 := h 2 (by norm_num)
  have h3 := h 3 (by norm_num)
  have h4 := h 4 (by norm_num)
  rw [f1, g1] at h1
  rw [f2, g2] at h2
  rw [f3, g3] at h3
  rw [f4, g4] at h4
  simp only [h1, add_left_inj] at h2
  simp only [h1, h2, add_left_inj] at h3
  simp only [h1, h2, h3, add_left_inj] at h4
  intro n hn
  interval_cases n <;> assumption
```

Now let $W$ have no constant term and satisfy $\exp(W)\,U(-t/2)=U(t/2)$ modulo $t^5$. Then $\exp(W)\,U(-t/2)=\exp(\Omega)\,U(-t/2)$ to that order. Since $U(-t/2)$ has constant term $1$, it cancels, and $W=\Omega$ modulo $t^5$.

```lean
/-- Any exponent without constant term whose exponential carries the exact evolution from
`-t/2` to `t/2` modulo `t⁵` is the Magnus exponent modulo `t⁵`. -/
theorem magnusExponent_unique (A0 A1 : B) {W : B⟦X⟧} (hW : coeff 0 W = 0)
    (h : ∀ n < 5, coeff n (formalExp W * evolution A0 A1 (-1 / 2)) =
      coeff n (evolution A0 A1 (1 / 2))) :
    ∀ n < 5, coeff n W = coeff n (magnusExponent A0 A1) := by
  refine formalExp_injective hW (by simp [magnusExponent]) ?_
  refine cancel_right (V := evolution A0 A1 (-1 / 2))
    (by simp only [evolution, coeff_mk, evolutionCoeff, pow_zero, one_smul]) ?_
  intro n hn
  rw [h n hn, magnus_propagates A0 A1 n hn]

end

end CommutatorFreeMagnus
```

The condition `hW`, that $W$ has no constant term, says that the exponent vanishes with the step. Without it uniqueness fails: take $B=\mathbb Q$, $A_0=A_1=0$ and $W=1$. The evolution is constantly $1$, and so is `formalExp W`, because a constant series contributes nothing to the defining sum at orders $n\ge1$ and only its zeroth power at $n=0$. Thus $W$ carries the evolution correctly, yet $\Omega=0\ne W$. This example rests on the definition: `formalExp` is the exponential only for series without constant term, and the true exponential of $1$ is $e$, not $1$. But the true exponential also loses uniqueness over the complex numbers once constant terms are allowed, since $e^{2\pi i}=e^0$.

```lean
#print axioms CommutatorFreeMagnus.evolution_ode
-- 'CommutatorFreeMagnus.evolution_ode' depends on axioms: [propext, Classical.choice, Quot.sound]
#print axioms CommutatorFreeMagnus.commutatorFree_eq_exp_magnus
-- 'CommutatorFreeMagnus.commutatorFree_eq_exp_magnus' depends on axioms: [propext, Classical.choice, Quot.sound]
#print axioms CommutatorFreeMagnus.commutatorFree_propagates
-- 'CommutatorFreeMagnus.commutatorFree_propagates' depends on axioms: [propext, Classical.choice, Quot.sound]
#print axioms CommutatorFreeMagnus.magnusExponent_unique
-- 'CommutatorFreeMagnus.magnusExponent_unique' depends on axioms: [propext, Classical.choice, Quot.sound]
```
